# Opposite nonzero twisted masses give a γ₅-Hermitian Dirac matrix a positive two-flavour determinant

Q: A Monte Carlo run cannot use a complex or negative fermion determinant as a probability weight. One twisted flavour already causes this: for the 1×1 matrices D = d (real) and G = 1, the determinant of D + iμG is d + iμ. Why should a second flavour with twist −μ repair this for every D?

A: It does for every square D with GDG = D†, where G² = 1, D† is the adjoint and μ is real. Since G³ = G, conjugating the second flavour gives

G(D − iμG)G = D† − iμG.

Multiply by the first flavour:

(D† − iμG)(D + iμG) = D†D + iμ(D†G − GD) + μ²G².

Now D†G = GDG² = GD, so the bracket vanishes and D†D + μ² remains. Taking determinants, with det(G)² = det(G²) = 1,

det(D + iμG) det(D − iμG) = det(D†D + μ²).

Q: That still has to be positive.

A: D†D + μ² is Hermitian. If v is an eigenvector with eigenvalue λ, then

λ‖v‖² = ‖Dv‖² + μ²‖v‖² ≥ μ²‖v‖²,

so λ ≥ μ². For N×N matrices the determinant is the product of N such eigenvalues, hence at least μ²ᴺ, which is positive for μ ≠ 0.

Q: What are D and G in the Lean file?

A: Complex matrices over a finite index type `n`. For a lattice Dirac operator, `n` labels site, spin and colour, and G is γ₅ acting on spin. The gauge field is fixed, and any ordinary mass term sits inside D.

```lean
import Mathlib

open Matrix
open scoped ComplexOrder

namespace TwistedMassFermions

noncomputable section

variable {n : Type*} [Fintype n] [DecidableEq n]

/-- The one-flavour twisted-mass operator `D + iμG`. -/
def twisted (D G : Matrix n n ℂ) (μ : ℝ) : Matrix n n ℂ :=
  D + ((μ : ℂ) * Complex.I) • G
```

Q: And the flavours?

A: They form a block-diagonal pair with equal D and opposite twists. A mass splitting that mixes them is not covered.

```lean
/-- The two-flavour operator, block diagonal in flavour, with twists `+μ` and `-μ`. -/
def twoFlavour (D G : Matrix n n ℂ) (μ : ℝ) : Matrix (n ⊕ n) (n ⊕ n) ℂ :=
  fromBlocks (twisted D G μ) 0 0 (twisted D G (-μ))
```

Q: Does the norm assume normalised fields?

A: No. `vecNormSq v` is ‖v‖² for any v. The first lemma below writes ‖Mv‖² as v†M†Mv, and the second gives v†(D†D + μ²)v = ‖Dv‖² + μ²‖v‖². For nonzero v, the normalised expectation value is therefore ‖Dv‖²/‖v‖² + μ².

```lean
/-- The squared norm of a fermion field, the sum of the squared moduli of its components. -/
def vecNormSq (v : n → ℂ) : ℝ := ∑ i, ‖v i‖ ^ 2

omit [DecidableEq n] in
/-- The squared norm of `M v` equals `v†M†Mv`, for every vector `v`. -/
theorem vecNormSq_mulVec (M : Matrix n n ℂ) (v : n → ℂ) :
    (vecNormSq (M *ᵥ v) : ℂ) = star v ⬝ᵥ ((Mᴴ * M) *ᵥ v) := by
  have h : ∀ w : n → ℂ, (vecNormSq w : ℂ) = star w ⬝ᵥ w := by
    intro w
    simp [vecNormSq, dotProduct, Complex.conj_mul']
  rw [h, Matrix.star_mulVec, ← Matrix.dotProduct_mulVec, Matrix.mulVec_mulVec]

/-- For every vector `v`, `v†(D†D + μ²)v = ‖Dv‖² + μ²‖v‖²`. -/
theorem expectation_eq (D : Matrix n n ℂ) (μ : ℝ) (v : n → ℂ) :
    star v ⬝ᵥ ((Dᴴ * D + ((μ : ℂ) ^ 2) • (1 : Matrix n n ℂ)) *ᵥ v)
      = ((vecNormSq (D *ᵥ v) + μ ^ 2 * vecNormSq v : ℝ) : ℂ) := by
  have h1 : (vecNormSq v : ℂ) = star v ⬝ᵥ v := by
    simpa using vecNormSq_mulVec (1 : Matrix n n ℂ) v
  rw [Matrix.add_mulVec, dotProduct_add, Matrix.smul_mulVec, Matrix.one_mulVec,
    dotProduct_smul, ← vecNormSq_mulVec, ← h1, smul_eq_mul]
  push_cast
  ring
```

Q: Where is the cancellation?

A: Both theorems below assume G² = 1 (`hG`) and GDG = D† (`hD`). `conj_twisted` is the conjugation step. In `twisted_product`, `h2` is D†G = GD and `hI` is (iμ)² = −μ²; `module` then collects the matrix terms.

```lean
/-- Conjugating the flavour with twist `-μ` by `G` gives `D† - iμG`. -/
theorem conj_twisted {D G : Matrix n n ℂ} (hG : G * G = 1) (hD : G * D * G = Dᴴ) (μ : ℝ) :
    G * twisted D G (-μ) * G = Dᴴ - ((μ : ℂ) * Complex.I) • G := by
  unfold twisted
  simp only [Matrix.mul_add, Matrix.add_mul, Matrix.mul_smul, Matrix.smul_mul, hD, hG,
    Matrix.one_mul]
  push_cast
  module

/-- The product of the `G`-conjugated flavour with twist `-μ` and the flavour with twist `μ`
is `D†D + μ²`. -/
theorem twisted_product {D G : Matrix n n ℂ} (hG : G * G = 1) (hD : G * D * G = Dᴴ) (μ : ℝ) :
    G * twisted D G (-μ) * G * twisted D G μ
      = Dᴴ * D + ((μ : ℂ) ^ 2) • (1 : Matrix n n ℂ) := by
  -- the cross terms cancel because `D†G = GD`
  have h2 : Dᴴ * G = G * D := by
    rw [← hD, Matrix.mul_assoc, hG, Matrix.mul_one]
  have hI : ((μ : ℂ) * Complex.I) * ((μ : ℂ) * Complex.I) = -(μ : ℂ) ^ 2 := by
    linear_combination (μ : ℂ) ^ 2 * Complex.I_sq
  rw [conj_twisted hG hD]
  unfold twisted
  simp only [Matrix.sub_mul, Matrix.mul_add, Matrix.smul_mul, Matrix.mul_smul, h2, hG]
  linear_combination (norm := module) (-hI) • (1 : Matrix n n ℂ)
```

Q: And the eigenvalue argument?

A: `det_lower_bound` follows it directly. `hev` bounds each eigenvalue using its eigenvector, `hdet` writes the determinant as their product, and the final `calc` multiplies the bounds.

```lean
/-- The determinant of `D†D + μ²` is real and at least `μ²` to the power of the dimension. -/
theorem det_lower_bound (D : Matrix n n ℂ) (μ : ℝ) :
    (((μ ^ 2) ^ Fintype.card n : ℝ) : ℂ)
      ≤ (Dᴴ * D + ((μ : ℂ) ^ 2) • (1 : Matrix n n ℂ)).det := by
  have hB : (Dᴴ * D + ((μ : ℂ) ^ 2) • (1 : Matrix n n ℂ)).IsHermitian := by
    unfold Matrix.IsHermitian
    rw [conjTranspose_add, conjTranspose_mul, conjTranspose_conjTranspose,
      conjTranspose_smul, conjTranspose_one]
    simp
  -- every eigenvalue is at least `μ²`: evaluate `v†(D†D + μ²)v` at an eigenvector `v`
  have hev : ∀ i, μ ^ 2 ≤ hB.eigenvalues i := by
    intro i
    obtain ⟨v, hv, h⟩ : ∃ v : n → ℂ, v ≠ 0 ∧
        (Dᴴ * D + ((μ : ℂ) ^ 2) • (1 : Matrix n n ℂ)) *ᵥ v = hB.eigenvalues i • v := by
      refine ⟨(hB.eigenvectorBasis i).ofLp, ?_, hB.mulVec_eigenvectorBasis i⟩
      intro h0
      apply hB.eigenvectorBasis.orthonormal.ne_zero i
      ext k
      exact congrFun h0 k
    have h1 : (vecNormSq v : ℂ) = star v ⬝ᵥ v := by
      simpa using vecNormSq_mulVec (1 : Matrix n n ℂ) v
    have h2 := expectation_eq D μ v
    rw [h, dotProduct_smul, ← h1, Complex.real_smul] at h2
    have key : hB.eigenvalues i * vecNormSq v
        = vecNormSq (D *ᵥ v) + μ ^ 2 * vecNormSq v := by exact_mod_cast h2
    have hpos : 0 < vecNormSq v := by
      obtain ⟨k, hk⟩ := Function.ne_iff.mp hv
      have hk' : 0 < ‖v k‖ := norm_pos_iff.mpr hk
      exact Finset.sum_pos' (fun _ _ => by positivity) ⟨k, Finset.mem_univ k, by positivity⟩
    have hD0 : 0 ≤ vecNormSq (D *ᵥ v) := Finset.sum_nonneg (fun _ _ => by positivity)
    exact le_of_mul_le_mul_right (by linarith) hpos
  have hdet : (Dᴴ * D + ((μ : ℂ) ^ 2) • (1 : Matrix n n ℂ)).det
      = ((∏ i, hB.eigenvalues i : ℝ) : ℂ) :=
    hB.det_eq_prod_eigenvalues.trans (map_prod Complex.ofRealHom _ _).symm
  rw [hdet]
  apply Complex.real_le_real.mpr
  calc (μ ^ 2) ^ Fintype.card n = ∏ _i : n, μ ^ 2 := by simp
    _ ≤ ∏ i, hB.eigenvalues i :=
      Finset.prod_le_prod (fun _ _ => sq_nonneg μ) (fun i _ => hev i)
```

Q: Does "positive" mean only that the real part is positive?

A: No. In the order on ℂ used here, `0 < z` also requires the imaginary part to vanish. The main theorem states the identity for every real μ and positivity for μ ≠ 0. Its hypotheses are `hG`, G² = 1, and `hD`, GDG = D†. The latter is γ₅-Hermiticity, a symmetry that is assumed here and must be checked for a particular lattice operator. Hermiticity of G is not needed.

```lean
/-- **Twisted-mass determinant.** For an involution `G` with `G D G = D†` and real `μ ≠ 0`,
`det(D + iμG) det(D - iμG) = det(D†D + μ²)`, and this number is real and strictly positive. -/
theorem twisted_mass_det {D G : Matrix n n ℂ} (hG : G * G = 1) (hD : G * D * G = Dᴴ) (μ : ℝ) :
    (twisted D G μ).det * (twisted D G (-μ)).det
        = (Dᴴ * D + ((μ : ℂ) ^ 2) • (1 : Matrix n n ℂ)).det ∧
      (μ ≠ 0 → 0 < (twisted D G μ).det * (twisted D G (-μ)).det) := by
  have hg : G.det * G.det = 1 := by rw [← Matrix.det_mul, hG, Matrix.det_one]
  have hid : (twisted D G μ).det * (twisted D G (-μ)).det
      = (Dᴴ * D + ((μ : ℂ) ^ 2) • (1 : Matrix n n ℂ)).det := by
    rw [← twisted_product hG hD μ, Matrix.det_mul, Matrix.det_mul, Matrix.det_mul]
    linear_combination (-(twisted D G μ).det * (twisted D G (-μ)).det) * hg
  refine ⟨hid, fun hμ => ?_⟩
  rw [hid]
  have hp : (0 : ℝ) < (μ ^ 2) ^ Fintype.card n := by positivity
  exact lt_of_lt_of_le (by exact_mod_cast hp) (det_lower_bound D μ)
```

Q: What happens at μ = 0?

A: The two-flavour determinant is then det(D)², which vanishes if D is singular. Under the same hypotheses `hG` and `hD`, the next theorem shows that this is the only way to get zero; its proof first factors the block determinant into the two flavours.

```lean
/-- The two-flavour determinant vanishes exactly when the twisted mass is zero and `D` itself
is singular. -/
theorem twoFlavour_det_eq_zero_iff {D G : Matrix n n ℂ} (hG : G * G = 1)
    (hD : G * D * G = Dᴴ) (μ : ℝ) :
    (twoFlavour D G μ).det = 0 ↔ μ = 0 ∧ D.det = 0 := by
  have hb : (twoFlavour D G μ).det = (twisted D G μ).det * (twisted D G (-μ)).det := by
    unfold twoFlavour
    rw [Matrix.det_fromBlocks_zero₂₁]
  rw [hb]
  constructor
  · intro h
    by_cases hμ : μ = 0
    · subst hμ
      exact ⟨rfl, by simpa [twisted] using h⟩
    · exact absurd h (ne_of_gt ((twisted_mass_det hG hD μ).2 hμ))
  · rintro ⟨rfl, h⟩
    simp [twisted, h]
```

Q: Where does Hermiticity of G enter?

A: In the relation between the flavours. With G† = G in addition to `hG` and `hD`, the adjoint of D + iμG is G(D − iμG)G, so the two determinants are complex conjugates. The same relation gives ‖(D + iμG)v‖² = ‖Dv‖² + μ²‖v‖².

```lean
/-- For Hermitian `G`, the adjoint of `D + iμG` is the `G`-conjugate of `D - iμG`. -/
theorem twisted_adjoint {D G : Matrix n n ℂ} (hH : Gᴴ = G) (hG : G * G = 1)
    (hD : G * D * G = Dᴴ) (μ : ℝ) :
    (twisted D G μ)ᴴ = G * twisted D G (-μ) * G := by
  have hs : star ((μ : ℂ) * Complex.I) = -((μ : ℂ) * Complex.I) := by
    apply Complex.ext <;> simp
  rw [conj_twisted hG hD]
  unfold twisted
  rw [conjTranspose_add, conjTranspose_smul, hH, hs, neg_smul, sub_eq_add_neg]

/-- For Hermitian `G`, the determinants of the two flavours are complex conjugates. -/
theorem det_flavours_conj {D G : Matrix n n ℂ} (hH : Gᴴ = G) (hG : G * G = 1)
    (hD : G * D * G = Dᴴ) (μ : ℝ) :
    (twisted D G (-μ)).det = star (twisted D G μ).det := by
  have hg : G.det * G.det = 1 := by rw [← Matrix.det_mul, hG, Matrix.det_one]
  rw [← Matrix.det_conjTranspose, twisted_adjoint hH hG hD, Matrix.det_mul, Matrix.det_mul]
  linear_combination (-(twisted D G (-μ)).det) * hg

/-- For Hermitian `G`, the twisted mass adds in quadrature:
`‖(D + iμG)v‖² = ‖Dv‖² + μ²‖v‖²`. -/
theorem twisted_norm_sq {D G : Matrix n n ℂ} (hH : Gᴴ = G) (hG : G * G = 1)
    (hD : G * D * G = Dᴴ) (μ : ℝ) (v : n → ℂ) :
    vecNormSq (twisted D G μ *ᵥ v) = vecNormSq (D *ᵥ v) + μ ^ 2 * vecNormSq v := by
  apply Complex.ofReal_injective
  rw [vecNormSq_mulVec, twisted_adjoint hH hG hD, twisted_product hG hD, expectation_eq]
```

Q: Do any matrices satisfy all of this?

A: Yes, here is a family of 2×2 matrices, checked entry by entry. It includes the singular case D = 0.

```lean
/-- With `G = diag(1, -1)`, the matrices `D = [[m, b], [-b*, m]]` with real `m` and complex `b`
satisfy all the hypotheses on `G` and `D`. -/
theorem twisted_mass_witness (m : ℝ) (b : ℂ) :
    (!![1, 0; 0, -1] : Matrix (Fin 2) (Fin 2) ℂ)ᴴ = !![1, 0; 0, -1] ∧
    (!![1, 0; 0, -1] : Matrix (Fin 2) (Fin 2) ℂ) * !![1, 0; 0, -1] = 1 ∧
    (!![1, 0; 0, -1] : Matrix (Fin 2) (Fin 2) ℂ) * !![(m : ℂ), b; -star b, (m : ℂ)]
      * !![1, 0; 0, -1] = (!![(m : ℂ), b; -star b, (m : ℂ)])ᴴ := by
  refine ⟨?_, ?_, ?_⟩ <;> ext i j <;> fin_cases i <;> fin_cases j <;>
    simp [Matrix.mul_apply, Fin.sum_univ_succ, Matrix.conjTranspose_apply]

end

end TwistedMassFermions
```

```lean
#print axioms TwistedMassFermions.twoFlavour_det_eq_zero_iff
#print axioms TwistedMassFermions.det_flavours_conj
#print axioms TwistedMassFermions.twisted_norm_sq
```

```
'TwistedMassFermions.twoFlavour_det_eq_zero_iff' depends on axioms: [propext, Classical.choice, Quot.sound]
'TwistedMassFermions.det_flavours_conj' depends on axioms: [propext, Classical.choice, Quot.sound]
'TwistedMassFermions.twisted_norm_sq' depends on axioms: [propext, Classical.choice, Quot.sound]
```

Q: How would a simulation use it?

A: For a degenerate twisted pair on a finite lattice, with Hermitian G and μ ≠ 0, set M = D + iμG. The fermionic factor of the weight is det(M†M), which a pseudofermion field φ represents through the action φ†(M†M)⁻¹φ. In the basic form of hybrid Monte Carlo, without preconditioning, one draws a complex Gaussian vector η with density proportional to exp(−η†η), sets φ = M†η, and solves (D†D + μ²)x = φ as the gauge field evolves, for instance by conjugate gradients. The eigenvalue bound μ² keeps that system away from singularity.
